# The Borland–Dennis inequality and its selection rule for three fermions with one particle in each orbital pair

Three fermions in six orbitals are described here by eight complex amplitudes: the orbitals are grouped into three pairs, and each pair holds exactly one particle. A bit for each pair says which of its two orbitals is occupied, so a configuration is a string such as 011, with amplitude \(c_{011}\). The question is how the Pauli principle restricts the orbital occupations beyond the bound of one particle per orbital.

Write \(w_{ijk}=|c_{ijk}|^2\), and let \(p_1,p_2,p_3\) be the total weights of the configurations whose first, second or third bit is 1. For a unit state with no coherence between the two orbitals of the third pair,

\[
p_3\le p_1+p_2\quad\text{if } p_3\le\tfrac12 ,
\]

and if \(p_3<\tfrac12\), equality holds exactly when only 000, 011 and 101 can carry weight. In this six-orbital model, natural occupation numbers that saturate the inequality with \(p_3<\tfrac12\) therefore cut the configuration expansion in the natural orbitals from eight terms to at most three. A stability estimate extends this to states that nearly saturate the inequality.

## One particle in each orbital pair

Number the natural orbitals by decreasing occupation \(\lambda_1\ge\dots\ge\lambda_6\) and pair them as (1,6), (2,5), (3,4), with bit 1 for the second member of each pair. Then \(p_1=\lambda_6\), \(p_2=\lambda_5\), \(p_3=\lambda_4\), and the inequality reads \(\lambda_4\le\lambda_5+\lambda_6\).

In Lean 4 with Mathlib:

```lean
import Mathlib

open Matrix

namespace BorlandDennis

noncomputable section

/-- Amplitudes `c i j k` of a three-fermion state in Borland-Dennis form, with one bit
for each of the three orbital pairs. -/
abbrev Amplitudes := Fin 2 → Fin 2 → Fin 2 → ℂ
```

The type `Amplitudes` contains the pairing assumption: a function of three bits has no place for a configuration with two particles in one pair. A general three-fermion state in six orbitals has twenty amplitudes. That suitable natural orbitals bring every such state to the eight-amplitude form is the step from this model to the general problem, and it is assumed here. The pair conditions \(\lambda_1+\lambda_6=\lambda_2+\lambda_5=\lambda_3+\lambda_4=1\) are thus put in at the start, and whether every spectrum allowed by the conditions occurs is a question the theorems leave open.

Antisymmetry enters through the reading of each bit string as a Slater determinant, with the orbitals listed pair by pair. Moving a particle from one pair to another leaves the eight-configuration space, so the one-particle density matrix splits into three \(2\times2\) blocks.

## Unit norm sets the scale for one half

Physically, `Normalized` says that the eight configuration probabilities add up to one.

```lean
/-- The state has unit norm. -/
def Normalized (c : Amplitudes) : Prop := ∑ i, ∑ j, ∑ k, ‖c i j k‖ ^ 2 = 1
```

In the derivation, this condition is used to write the weight with third bit 0 as \(1-p_3\). In the proof it does the same work, in the equation `h0` of `population_bound`.

Without it, the number \(\tfrac12\) has nothing to be compared with. Take \(c_{001}=\tfrac12\) and all other amplitudes zero. The third block is diagonal and \(p_3=\tfrac14\), but \(p_1+p_2=0\). Even a norm of at most one is therefore insufficient.

## No coherence within the third pair

The third block of the one-particle density matrix is the partial trace over the first two bits,

\[
(\rho_3)_{kl}=\sum_{i,j}c_{ijk}\,c_{ijl}^* .
\]

The hypothesis `(rho3 c).IsDiag` says that its off-diagonal elements vanish, so the two orbitals of the third pair are natural orbitals. Nothing is required of the other two blocks. If they are diagonal too, \(p_1\) and \(p_2\) are natural occupation numbers; otherwise they are occupations of the chosen orbitals.

```lean
/-- The reduced density matrix of the third bit, obtained by tracing out the first two. -/
def rho3 (c : Amplitudes) : Matrix (Fin 2) (Fin 2) ℂ :=
  Matrix.of fun k l => ∑ i, ∑ j, c i j k * star (c i j l)
```

The three weights are real numbers obtained by fixing one bit at 1 and summing over the others. The function `leakage` is the weight outside 000, 011 and 101, written \(W\) below.

```lean
/-- The weight `p₁` of the configurations whose first bit is 1. -/
def weight1 (c : Amplitudes) : ℝ := ∑ j, ∑ k, ‖c 1 j k‖ ^ 2

/-- The weight `p₂` of the configurations whose second bit is 1. -/
def weight2 (c : Amplitudes) : ℝ := ∑ i, ∑ k, ‖c i 1 k‖ ^ 2

/-- The weight `p₃` of the configurations whose third bit is 1. -/
def weight3 (c : Amplitudes) : ℝ := ∑ i, ∑ j, ‖c i j 1‖ ^ 2

/-- The total weight of the five configurations other than 000, 011 and 101. -/
def leakage (c : Amplitudes) : ℝ :=
  ‖c 0 0 1‖ ^ 2 + ‖c 0 1 0‖ ^ 2 + ‖c 1 0 0‖ ^ 2 + ‖c 1 1 0‖ ^ 2 + ‖c 1 1 1‖ ^ 2
```

Written out, the vanishing off-diagonal element gives

\[
c_{000}c_{001}^*=-\left(c_{010}c_{011}^*+c_{100}c_{101}^*+c_{110}c_{111}^*\right).
\]

The coherence between 000 and 001 has to be cancelled by the other three terms. Define

\[
X=w_{010}+w_{100}+w_{110},\qquad Y=w_{011}+w_{101}+w_{111}.
\]

The triangle inequality gives

\[
|c_{000}||c_{001}|\le |c_{010}||c_{011}|+|c_{100}||c_{101}|+|c_{110}||c_{111}| ,
\]

and squaring, followed by the Cauchy–Schwarz inequality, gives \(w_{000}w_{001}\le XY\). For real triples \(a\) and \(b\), the Cauchy–Schwarz step follows from Lagrange's identity

\[
\Big(\sum_m a_m^2\Big)\Big(\sum_m b_m^2\Big)-\Big(\sum_m a_mb_m\Big)^2=\sum_{m<n}(a_mb_n-a_nb_m)^2\ge0 .
\]

In `coherence_bound`, `h01` is the vanishing element, `e` isolates the 000–001 coherence, `n` is the triangle inequality and `s` is its square. The final `nlinarith` receives the three squares of Lagrange's identity.

```lean
/-- If the third reduced density matrix is diagonal, the product of the weights of 000 and
001 is bounded by the product of the remaining weights with third bit 0 and third bit 1. -/
theorem coherence_bound (c : Amplitudes) (h : (rho3 c).IsDiag) :
    ‖c 0 0 0‖ ^ 2 * ‖c 0 0 1‖ ^ 2 ≤
      (‖c 0 1 0‖ ^ 2 + ‖c 1 0 0‖ ^ 2 + ‖c 1 1 0‖ ^ 2) *
        (‖c 0 1 1‖ ^ 2 + ‖c 1 0 1‖ ^ 2 + ‖c 1 1 1‖ ^ 2) := by
  have h01 : rho3 c 0 1 = 0 := h (by decide)
  simp only [rho3, Matrix.of_apply, Fin.sum_univ_two] at h01
  -- the 000-001 coherence must be cancelled by the other three
  have e : c 0 0 0 * star (c 0 0 1) = -(c 0 1 0 * star (c 0 1 1) +
      c 1 0 0 * star (c 1 0 1) + c 1 1 0 * star (c 1 1 1)) := by
    linear_combination h01
  have n : ‖c 0 0 0‖ * ‖c 0 0 1‖ ≤ ‖c 0 1 0‖ * ‖c 0 1 1‖ +
      ‖c 1 0 0‖ * ‖c 1 0 1‖ + ‖c 1 1 0‖ * ‖c 1 1 1‖ := by
    calc ‖c 0 0 0‖ * ‖c 0 0 1‖ = ‖c 0 0 0 * star (c 0 0 1)‖ := by
          rw [norm_mul, norm_star]
      _ = ‖c 0 1 0 * star (c 0 1 1) + c 1 0 0 * star (c 1 0 1) +
            c 1 1 0 * star (c 1 1 1)‖ := by rw [e, norm_neg]
      _ ≤ ‖c 0 1 0 * star (c 0 1 1)‖ + ‖c 1 0 0 * star (c 1 0 1)‖ +
            ‖c 1 1 0 * star (c 1 1 1)‖ :=
          (norm_add_le _ _).trans (add_le_add (norm_add_le _ _) le_rfl)
      _ = _ := by simp only [norm_mul, norm_star]
  have s := pow_le_pow_left₀ (mul_nonneg (norm_nonneg _) (norm_nonneg _)) n 2
  -- Cauchy-Schwarz in Lagrange's form
  nlinarith [s, sq_nonneg (‖c 0 1 0‖ * ‖c 1 0 1‖ - ‖c 1 0 0‖ * ‖c 0 1 1‖),
    sq_nonneg (‖c 0 1 0‖ * ‖c 1 1 1‖ - ‖c 1 1 0‖ * ‖c 0 1 1‖),
    sq_nonneg (‖c 1 0 0‖ * ‖c 1 1 1‖ - ‖c 1 1 0‖ * ‖c 1 0 1‖)]
```

Normalisation now joins in. Since \(p_3=w_{001}+Y\) and \(1-p_3=w_{000}+X\),

\[
w_{001}(1-p_3)=w_{001}w_{000}+w_{001}X\le XY+w_{001}X=p_3X .
\]

The weight of 001, the only configuration that pulls \(p_1+p_2-p_3\) below zero, is thereby controlled by configurations that push it up. The equations `h3` and `h0` are the two decompositions, and the previous bound completes the proof.

```lean
/-- For a unit state with diagonal third reduced density matrix, the weight of 001 times
`1 - p₃` is at most `p₃` times the combined weight of 010, 100 and 110. -/
theorem population_bound (c : Amplitudes) (hn : Normalized c) (h : (rho3 c).IsDiag) :
    ‖c 0 0 1‖ ^ 2 * (1 - weight3 c) ≤
      weight3 c * (‖c 0 1 0‖ ^ 2 + ‖c 1 0 0‖ ^ 2 + ‖c 1 1 0‖ ^ 2) := by
  have b := coherence_bound c h
  simp only [Normalized, Fin.sum_univ_two] at hn
  have h3 : weight3 c =
      ‖c 0 0 1‖ ^ 2 + (‖c 0 1 1‖ ^ 2 + ‖c 1 0 1‖ ^ 2 + ‖c 1 1 1‖ ^ 2) := by
    simp only [weight3, Fin.sum_univ_two]
    ring
  have h0 : 1 - weight3 c =
      ‖c 0 0 0‖ ^ 2 + (‖c 0 1 0‖ ^ 2 + ‖c 1 0 0‖ ^ 2 + ‖c 1 1 0‖ ^ 2) := by
    linarith
  rw [h0, h3]
  nlinarith [b]
```

In \(p_1+p_2-p_3\), each configuration enters with the coefficient \(i+j-k\). The coefficient is zero for 000, 011 and 101, which leaves

\[
p_1+p_2-p_3=w_{010}+w_{100}+2w_{110}+w_{111}-w_{001}=X+w_{110}+w_{111}-w_{001}.
\]

With \(W=w_{001}+X+w_{111}\), subtraction gives

\[
\begin{aligned}
p_1+p_2-p_3-(1-2p_3)W
&=w_{110}+2p_3w_{111}\\
&\quad+2\left[p_3X-(1-p_3)w_{001}\right].
\end{aligned}
\]

The bracket is nonnegative by the previous bound, and so are the other two terms. Hence

\[
(1-2p_3)\,W\le p_1+p_2-p_3 .
\]

The theorem `stability` states this inequality. Its equation `hD` is the expansion in configuration weights, and the facts passed to the last `nlinarith` are the signs of the three terms on the right of the identity.

```lean
/-- For a unit state with diagonal third reduced density matrix, the weight outside 000,
011 and 101, multiplied by `1 - 2 p₃`, is at most `p₁ + p₂ - p₃`. -/
theorem stability (c : Amplitudes) (hn : Normalized c) (h : (rho3 c).IsDiag) :
    (1 - 2 * weight3 c) * leakage c ≤ weight1 c + weight2 c - weight3 c := by
  have b := population_bound c hn h
  have hp : 0 ≤ weight3 c := by
    unfold weight3
    positivity
  -- each configuration enters with the coefficient i + j - k
  have hD : weight1 c + weight2 c - weight3 c = ‖c 0 1 0‖ ^ 2 + ‖c 1 0 0‖ ^ 2 +
      2 * ‖c 1 1 0‖ ^ 2 + ‖c 1 1 1‖ ^ 2 - ‖c 0 0 1‖ ^ 2 := by
    simp only [weight1, weight2, weight3, Fin.sum_univ_two]
    ring
  rw [hD]
  unfold leakage
  nlinarith [b, mul_nonneg hp (sq_nonneg ‖c 1 1 1‖), sq_nonneg ‖c 1 1 0‖]
```

For \(p_3<\tfrac12\), division gives \(W\le(p_1+p_2-p_3)/(1-2p_3)\). If \(p_3=0.2\) and \(p_1+p_2\) exceeds it by 0.003, at most 0.005 of the weight lies outside the three configurations. The bound weakens as \(p_3\) approaches one half.

## Bit 1 marks the less occupied orbital of the third pair

The condition \(p_3\le\tfrac12\) is a labelling convention: bit 1 of the third pair belongs to the orbital with the smaller occupation, or to either one if the occupations are equal. Exchanging the two labels always achieves this. No such condition is placed on \(p_1\) or \(p_2\).

The derivation uses it only for the sign of \(1-2p_3\). If this factor is nonnegative, the left side of the stability estimate is nonnegative because \(W\ge0\), and \(p_3\le p_1+p_2\) follows. The proof of `borland_dennis` forms the same product of two nonnegative numbers.

```lean
/-- The Borland-Dennis inequality: a unit state with diagonal third reduced density matrix
and `p₃ ≤ 1/2` satisfies `p₃ ≤ p₁ + p₂`. -/
theorem borland_dennis (c : Amplitudes) (hn : Normalized c) (h : (rho3 c).IsDiag)
    (hp : weight3 c ≤ 1 / 2) : weight3 c ≤ weight1 c + weight2 c := by
  have s := stability c hn h
  have hl : 0 ≤ leakage c := by
    unfold leakage
    positivity
  have := mul_nonneg (by linarith : 0 ≤ 1 - 2 * weight3 c) hl
  linarith
```

Above one half the inequality can fail at once. For any \(s\) with \(\tfrac12<s\le1\), the unit state with \(c_{001}=\sqrt{s}\) and \(c_{010}=\sqrt{1-s}\) has a diagonal third block, with \(p_3=s\) and \(p_1+p_2=1-s<s\).

The selection rule needs the strict condition \(p_3<\tfrac12\). If \(p_3=p_1+p_2\), the stability estimate becomes \((1-2p_3)W\le0\). The factor is positive, so \(W=0\), and each of the five nonnegative weights in \(W\) vanishes. Conversely, if those five amplitudes vanish, then \(p_1=w_{101}\), \(p_2=w_{011}\) and \(p_3=w_{011}+w_{101}\), which is equality.

In `pinning_iff`, `hl` obtains \(W\le0\) by contradiction, and `z` turns a nonpositive squared modulus into a zero amplitude. The converse substitutes the five zeros into the weights. The theorem doesn't say that the three remaining amplitudes are nonzero; the single determinant 000 also satisfies the equality.

```lean
/-- For a unit state with diagonal third reduced density matrix and `p₃ < 1/2`, equality
`p₃ = p₁ + p₂` holds exactly when all amplitudes except those of 000, 011 and 101 vanish. -/
theorem pinning_iff (c : Amplitudes) (hn : Normalized c) (h : (rho3 c).IsDiag)
    (hp : weight3 c < 1 / 2) :
    weight3 c = weight1 c + weight2 c ↔
      c 0 0 1 = 0 ∧ c 0 1 0 = 0 ∧ c 1 0 0 = 0 ∧ c 1 1 0 = 0 ∧ c 1 1 1 = 0 := by
  constructor
  · intro he
    have s := stability c hn h
    -- saturation leaves no room for weight elsewhere
    have hl : leakage c ≤ 0 := not_lt.mp fun hl => by
      have := mul_pos (by linarith : 0 < 1 - 2 * weight3 c) hl
      linarith
    unfold leakage at hl
    have z : ∀ x : ℂ, ‖x‖ ^ 2 ≤ 0 → x = 0 := fun x hx => by
      have hx0 := le_antisymm hx (sq_nonneg _)
      simpa using hx0
    refine ⟨z _ ?_, z _ ?_, z _ ?_, z _ ?_, z _ ?_⟩ <;>
      linarith [sq_nonneg ‖c 0 0 1‖, sq_nonneg ‖c 0 1 0‖, sq_nonneg ‖c 1 0 0‖,
        sq_nonneg ‖c 1 1 0‖, sq_nonneg ‖c 1 1 1‖]
  · rintro ⟨h1, h2, h3, h4, h5⟩
    simp only [weight1, weight2, weight3, Fin.sum_univ_two, h1, h2, h3, h4, h5, norm_zero]
    ring
```

At \(p_3=\tfrac12\) the factor vanishes and the estimate no longer restricts \(W\). The state `edgeState` shows that the selection rule can then fail. Its nonzero amplitudes are \(c_{000}=c_{001}=c_{010}=\tfrac12\) and \(c_{011}=-\tfrac12\), so \(p_1=0\) and \(p_2=p_3=\tfrac12\). The inequality is saturated while 001 carries weight \(\tfrac14\).

```lean
/-- The state with amplitudes 1/2, 1/2, 1/2, -1/2 on 000, 001, 010, 011. -/
def edgeState : Amplitudes :=
  ![![![1 / 2, 1 / 2], ![1 / 2, -(1 / 2)]], ![![0, 0], ![0, 0]]]

/-- At `p₃ = 1/2` the selection rule fails: `edgeState` is a unit state with diagonal third
reduced density matrix and `p₃ = p₁ + p₂`, yet its amplitude on 001 is not zero. -/
theorem edgeState_sharp :
    Normalized edgeState ∧ (rho3 edgeState).IsDiag ∧ weight3 edgeState = 1 / 2 ∧
      weight3 edgeState = weight1 edgeState + weight2 edgeState ∧ edgeState 0 0 1 ≠ 0 := by
  refine ⟨?_, ?_, ?_, ?_, ?_⟩
  · norm_num [Normalized, edgeState, Fin.sum_univ_two]
  · intro i j hij
    fin_cases i <;> fin_cases j
    · exact absurd rfl hij
    · norm_num [rho3, edgeState, Fin.sum_univ_two]
    · norm_num [rho3, edgeState, Fin.sum_univ_two]
    · exact absurd rfl hij
  · norm_num [weight3, edgeState, Fin.sum_univ_two]
  · norm_num [weight1, weight2, weight3, edgeState, Fin.sum_univ_two]
  · norm_num [edgeState]
```

The proof evaluates the finite sums and checks the off-diagonal elements one by one. Physically, the two orbitals of the third pair are equally occupied, so any rotation between them gives natural orbitals again. One such rotation turns this state into an equal superposition of 000 and 011: the selection rule then holds for one choice of natural orbitals and fails for another.

## A coherent third pair can violate the inequality

The remaining example shows what happens without the diagonal third block. The state `coherentState` has \(c_{000}=\tfrac45\) and \(c_{001}=\tfrac35\). Then \(p_3=\tfrac{9}{25}<\tfrac12\), while \(p_1=p_2=0\).

```lean
/-- The state with amplitudes 4/5 on 000 and 3/5 on 001. -/
def coherentState : Amplitudes :=
  ![![![4 / 5, 3 / 5], ![0, 0]], ![![0, 0], ![0, 0]]]
```

The off-diagonal element of its third block is \(\tfrac{12}{25}\), and no other configuration is present to cancel it. The first two blocks are diagonal, so their diagonality is no substitute for that of the third. The state is a single Slater determinant in which the particle of the third pair occupies a superposition of that pair's two orbitals. In its natural orbitals it is one configuration, and the violation comes from reading occupations in a rotated basis. When the inequality is applied to the computed occupations of a state in the eight-amplitude form, the third pair must therefore be in its natural-orbital basis.

The theorem `coherentState_violates` records the norm, the condition \(p_3<\tfrac12\) and the violation, each by evaluating the finite sums.

```lean
/-- If the third reduced density matrix is not required to be diagonal, the inequality can fail:
`coherentState` is a unit state with `p₃ < 1/2` and `p₁ + p₂ < p₃`. -/
theorem coherentState_violates :
    Normalized coherentState ∧ weight3 coherentState < 1 / 2 ∧
      weight1 coherentState + weight2 coherentState < weight3 coherentState := by
  refine ⟨?_, ?_, ?_⟩
  · norm_num [Normalized, coherentState, Fin.sum_univ_two]
  · norm_num [weight3, coherentState, Fin.sum_univ_two]
  · norm_num [weight1, weight2, weight3, coherentState, Fin.sum_univ_two]

end

end BorlandDennis
```

```lean
#print axioms BorlandDennis.borland_dennis
-- 'BorlandDennis.borland_dennis' depends on axioms: [propext, Classical.choice, Quot.sound]
#print axioms BorlandDennis.pinning_iff
-- 'BorlandDennis.pinning_iff' depends on axioms: [propext, Classical.choice, Quot.sound]
#print axioms BorlandDennis.edgeState_sharp
-- 'BorlandDennis.edgeState_sharp' depends on axioms: [propext, Classical.choice, Quot.sound]
#print axioms BorlandDennis.coherentState_violates
-- 'BorlandDennis.coherentState_violates' depends on axioms: [propext, Classical.choice, Quot.sound]
```
